# With suitable signs, the g-factors of a low-spin d⁵ doublet with one t₂g hole and real orbital weights lie on an ellipsoid

## Orbitals, spin and conventions

The orbitals $yz$, $xz$, $xy$ carry the indices $k=0,1,2$, and the axes $x$, $y$, $z$ carry the indices $i=0,1,2$. The Pauli matrices are $\sigma_i$, so the spin is $S_i=\sigma_i/2$ in units of $\hbar$. Restricted to the three orbitals, the orbital angular momentum is

$$(L_i)_{jk}=\mathrm i\,\varepsilon_{ijk},$$

where $\varepsilon_{ijk}$ is the antisymmetric symbol with $\varepsilon_{012}=1$. This is minus the corresponding matrix for $p$ orbitals.

A low-spin d⁵ ion has five electrons in these orbitals, hence one hole. We describe the state of the missing electron by three real weights $n_k$ and the pair of states

$$|\psi_t\rangle=\sum_k n_k\,|k\rangle\otimes\sigma_k|t\rangle,\qquad t=0,1,$$

where $|t\rangle$ are the two spin states. The Hamiltonian is a ligand field with orbital energies $\Delta_k$ plus spin-orbit coupling $\zeta\,\mathbf L\cdot\mathbf S$. A magnetic field couples to $M_i=L_i+2S_i$, in units of the Bohr magneton. The magnetic moment of the electron is $-M_i$ in these units; the name `moment` in the code stands for $M_i$.

Removing the electron from a filled shell replaces the $2\times2$ matrix of $M_i$ by minus its transpose. A change of basis by $\sigma_1$, which is the Pauli matrix of the $y$ axis here, restores the original matrix for all three axes, so the hole has the same g-factors as the electron state.

## What is stated

Define

$$g_0=2\big((n_1+n_2)^2-n_0^2\big),$$

and $g_1$, $g_2$ likewise, with the other two weights in the sum. If $n_0^2+n_1^2+n_2^2=1$, then

$$\sum_i g_i^2+\sum_{i<j}g_ig_j=4\sum_i g_i,\qquad \sum_i g_i^2\le 16.$$

The bound is reached exactly when $\sum_i g_i=4$. Conversely, every real triple that obeys the quadratic relation comes from some normalised $n$.

In the code, `doublet n` is the $6\times2$ matrix whose columns are the $|\psi_t\rangle$, with rows labelled by an orbital and a spin index. `hamiltonian Δ ζ` and `moment i` are $6\times6$ matrices built with the Kronecker product `⊗ₖ`, and `gFactor n` is the triple $g$. The hypothesis `hn` is the normalisation.

The theorem `moment_in_doublet` ties the formula for $g$ to the physics: the matrix of $M_i$ between the two states is $-(g_i/2)\sigma_i$. In the usual convention this matrix is $+(g/2)\sigma_i$, so in the basis $|\psi_t\rangle$ the signed g-factors are $-g_i$. Another basis of the same doublet can reverse two of these signs together, so only the sign of their product is physical. For example, a hole in $xy$ alone gives $(-2,-2,2)$, which is the spin-only $(2,2,2)$ in another basis. For weights that are not normalised, the signed g-factors of the normalised states are $-g_i$ divided by $n_0^2+n_1^2+n_2^2$.

The model has no covalent reduction of $\mathbf L$, no admixture of $e_g$ orbitals or other configurations, and a ligand field diagonal in the three chosen orbitals. The converse supplies a normalised doublet, but not always an eigenstate: if $\zeta\ne0$, the doublet with weights $(1/\sqrt2,1/\sqrt2,0)$ is not an eigenstate for any $\Delta$.

Within this one-hole model, the relation gives a consistency check on g-factors from electron paramagnetic resonance or from an electronic-structure calculation. It is symmetric in the axes, so they need not be assigned first. The signs have to be chosen: if no choice of signs satisfies the relation, the g-factors contradict the model. If the sign of the product of the g-factors is known, $g_0g_1g_2$ must have the opposite sign. Satisfying the relation is necessary but not sufficient: for $\zeta>0$ the hole in the ground state also has three nonzero weights of the same sign.

## From the states to the g-factors

Since $\sigma_k^2=1$, the overlaps are $\langle\psi_s|\psi_t\rangle=(n_0^2+n_1^2+n_2^2)\,\delta_{st}$.

For the spin-orbit term, the component on orbital $j$ is

$$\frac{\zeta}{2}\sum_{i,k}\mathrm i\,\varepsilon_{ijk}\,n_k\,\sigma_i\sigma_k .$$

Only terms with $i,j,k$ all different survive, and there $\sigma_i\sigma_k=\mathrm i\,\varepsilon_{ikj}\sigma_j$. The prefactor is $\mathrm i^2\varepsilon_{ijk}\varepsilon_{ikj}=1$, so the Hamiltonian acts on the weights by

$$n_j\mapsto\Delta_jn_j+\frac{\zeta}{2}\sum_{k\ne j}n_k .$$

This is a real symmetric $3\times3$ matrix, and each real eigenvector of it gives a degenerate pair of eigenstates.

For the moment along axis $i$, let $j$ and $k$ be the other two axes. The orbital part gives $-2n_jn_k\,\sigma_i$. The spin part is $\sum_l n_l^2\,\sigma_l\sigma_i\sigma_l=(n_i^2-n_j^2-n_k^2)\,\sigma_i$. Their sum is

$$\big(n_i^2-(n_j+n_k)^2\big)\sigma_i=-\frac{g_i}{2}\sigma_i .$$

## The ellipsoid and its converse

Put $s=n_0+n_1+n_2$ and $x_i=s-2n_i$. Factoring the difference of squares gives

$$g_i=2\big((s-n_i)^2-n_i^2\big)=2s\,x_i .$$

For normalised $n$ we have $\sum_i x_i=s$ and $\sum_i x_i^2=3s^2-4s^2+4=4-s^2$. Therefore $\sum_i g_i=2s^2$, and

$$\sum_i g_i^2+\sum_{i<j}g_ig_j=\tfrac12\Big(\sum_i g_i^2+\big(\sum_i g_i\big)^2\Big)=\tfrac12\big(4s^2(4-s^2)+4s^4\big)=8s^2=4\sum_i g_i .$$

Doubling the relation and completing the square turns it into

$$\sum_i g_i^2+\Big(\sum_i g_i-4\Big)^2=16,$$

which gives the bound and its equality condition. The quadratic terms are positive definite, so the surface is an ellipsoid; its centre is $(1,1,1)$. The weights $n_0=n_1=1/\sqrt2$, $n_2=0$ reach the bound 16 with $g=(0,0,4)$.

For the converse, let $G=\sum_i g_i$. The relation gives $8G=\sum_i g_i^2+G^2$, so $G\ge0$. If $G=0$, all $g_i$ vanish, and $n=(1/\sqrt2,-1/\sqrt2,0)$ works. If $G>0$, take $s=\sqrt{G/2}$, $x_i=g_i/(2s)$ and $n_i=(s-x_i)/2$. Then $\sum_i x_i=s$, hence $\sum_i n_i=s$ and $2s(s-2n_i)=2s\,x_i=g_i$. Dividing the relation by $4s^2$ gives $\sum_i x_i^2+\sum_{i<j}x_ix_j=2$, that is, $\sum_i x_i^2+s^2=4$. Hence $\sum_i n_i^2=(s^2+\sum_i x_i^2)/4=1$.

## A doublet with weights 2/3, 2/3, 1/3

These weights are normalised, and $s=5/3$. The formula gives $g=(10/9,\,10/9,\,30/9)$. The squares add up to $1100/81$ and the products to $700/81$, in total $200/9$. This equals $4\cdot 50/9$, as required, and $1100/81\approx13.6$ lies below 16.

This doublet is an eigenstate for $\Delta_0=\Delta_1=0$ and $\Delta_2=-5\zeta/4$, with energy $3\zeta/4$. For $\zeta>0$ this is the highest one-electron level, which is where the hole sits in the ground state.

## The Lean file

```lean
import Mathlib

open Matrix
open scoped Kronecker

namespace LowSpinD5

noncomputable section

/-- The Pauli matrices for the axes x, y, z; the spin operator is half of them. -/
def pauli : Fin 3 → Matrix (Fin 2) (Fin 2) ℂ
  | 0 => !![0, 1; 1, 0]
  | 1 => !![0, -Complex.I; Complex.I, 0]
  | 2 => !![1, 0; 0, -1]

/-- The orbital angular momentum along x, y, z, restricted to the d orbitals yz, xz, xy
(in this order). -/
def orbital : Fin 3 → Matrix (Fin 3) (Fin 3) ℂ
  | 0 => !![0, 0, 0; 0, 0, Complex.I; 0, -Complex.I, 0]
  | 1 => !![0, 0, -Complex.I; 0, 0, 0; Complex.I, 0, 0]
  | 2 => !![0, Complex.I, 0; -Complex.I, 0, 0; 0, 0, 0]

/-- The two states of the doublet as columns: orbital `k` enters with real weight `n k`
and with its spin turned by the Pauli matrix of axis `k`. -/
def doublet (n : Fin 3 → ℝ) : Matrix (Fin 3 × Fin 2) (Fin 2) ℂ :=
  Matrix.of fun p t => (n p.1 : ℂ) * pauli p.1 p.2 t

/-- A ligand field with orbital energies `Δ`, plus spin-orbit coupling `ζ L·S`. -/
def hamiltonian (Δ : Fin 3 → ℝ) (ζ : ℝ) : Matrix (Fin 3 × Fin 2) (Fin 3 × Fin 2) ℂ :=
  Matrix.diagonal (fun k => (Δ k : ℂ)) ⊗ₖ (1 : Matrix (Fin 2) (Fin 2) ℂ)
    + ((ζ / 2 : ℝ) : ℂ) • ∑ i, orbital i ⊗ₖ pauli i

/-- The magnetic moment operator `L + 2S` along axis `i`. -/
def moment (i : Fin 3) : Matrix (Fin 3 × Fin 2) (Fin 3 × Fin 2) ℂ :=
  orbital i ⊗ₖ (1 : Matrix (Fin 2) (Fin 2) ℂ) + (1 : Matrix (Fin 3) (Fin 3) ℂ) ⊗ₖ pauli i

/-- For normalised orbital weights `n`, the three g-factors, with signs opposite to the usual
convention. -/
def gFactor (n : Fin 3 → ℝ) : Fin 3 → ℝ
  | 0 => 2 * ((n 1 + n 2) ^ 2 - n 0 ^ 2)
  | 1 => 2 * ((n 0 + n 2) ^ 2 - n 1 ^ 2)
  | 2 => 2 * ((n 0 + n 1) ^ 2 - n 2 ^ 2)

/-- The two states of the doublet are orthogonal, and each has squared norm
`n 0 ^ 2 + n 1 ^ 2 + n 2 ^ 2`. -/
theorem doublet_overlap (n : Fin 3 → ℝ) :
    (doublet n)ᴴ * doublet n
      = ((n 0 ^ 2 + n 1 ^ 2 + n 2 ^ 2 : ℝ) : ℂ) • (1 : Matrix (Fin 2) (Fin 2) ℂ) := by
  ext s t
  fin_cases s <;> fin_cases t <;> apply Complex.ext <;>
    simp [doublet, pauli, Matrix.mul_apply, Fintype.sum_prod_type, Fin.sum_univ_three,
      Fin.sum_univ_two, sq]

set_option maxHeartbeats 400000 in
/-- Ligand field and spin-orbit coupling preserve the form of the doublet: they act on the
orbital weights alone, with `ζ / 2` coupling each orbital to the other two. -/
theorem hamiltonian_mul_doublet (Δ : Fin 3 → ℝ) (ζ : ℝ) (n : Fin 3 → ℝ) :
    hamiltonian Δ ζ * doublet n
      = doublet (fun k => Δ k * n k + ζ / 2 * (n 0 + n 1 + n 2 - n k)) := by
  ext ⟨k, s⟩ t
  fin_cases k <;> fin_cases s <;> fin_cases t <;> apply Complex.ext <;>
    simp [hamiltonian, doublet, orbital, pauli, Matrix.mul_apply, Fintype.sum_prod_type,
      Fin.sum_univ_three, Fin.sum_univ_two, Matrix.kroneckerMap_apply] <;> ring

set_option maxHeartbeats 400000 in
/-- Between the two states of the doublet, the matrix of the magnetic moment along axis `i` is the
Pauli matrix of that axis times minus half of `gFactor n i`. -/
theorem moment_in_doublet (n : Fin 3 → ℝ) (i : Fin 3) :
    (doublet n)ᴴ * (moment i * doublet n)
      = ((-(gFactor n i / 2) : ℝ) : ℂ) • pauli i := by
  ext s t
  fin_cases i <;> fin_cases s <;> fin_cases t <;> apply Complex.ext <;>
    simp [moment, gFactor, doublet, orbital, pauli, Matrix.mul_apply, Fintype.sum_prod_type,
      Fin.sum_univ_three, Fin.sum_univ_two, Matrix.kroneckerMap_apply, Matrix.one_apply,
      sq] <;> ring

/-- The g-factors of a normalised doublet obey a quadratic relation free of the orbital
weights, and the sum of their squares is at most 16. -/
theorem gFactor_relation (n : Fin 3 → ℝ) (hn : n 0 ^ 2 + n 1 ^ 2 + n 2 ^ 2 = 1) :
    gFactor n 0 ^ 2 + gFactor n 1 ^ 2 + gFactor n 2 ^ 2 + gFactor n 0 * gFactor n 1
        + gFactor n 0 * gFactor n 2 + gFactor n 1 * gFactor n 2
      = 4 * (gFactor n 0 + gFactor n 1 + gFactor n 2) ∧
    gFactor n 0 ^ 2 + gFactor n 1 ^ 2 + gFactor n 2 ^ 2 ≤ 16 := by
  have key : gFactor n 0 ^ 2 + gFactor n 1 ^ 2 + gFactor n 2 ^ 2 + gFactor n 0 * gFactor n 1
        + gFactor n 0 * gFactor n 2 + gFactor n 1 * gFactor n 2
      = 4 * (gFactor n 0 + gFactor n 1 + gFactor n 2) := by
    simp only [gFactor]
    linear_combination 8 * (n 0 + n 1 + n 2) ^ 2 * hn
  -- the relation says that the sum of squares is 16 minus a square
  exact ⟨key, by nlinarith [sq_nonneg (gFactor n 0 + gFactor n 1 + gFactor n 2 - 4)]⟩

/-- For a normalised doublet the sum of the squared g-factors equals 16 exactly when the
g-factors add up to 4. -/
theorem sum_sq_eq_iff (n : Fin 3 → ℝ) (hn : n 0 ^ 2 + n 1 ^ 2 + n 2 ^ 2 = 1) :
    gFactor n 0 ^ 2 + gFactor n 1 ^ 2 + gFactor n 2 ^ 2 = 16 ↔
      gFactor n 0 + gFactor n 1 + gFactor n 2 = 4 := by
  have key := (gFactor_relation n hn).1
  constructor
  · intro h
    have h2 : (gFactor n 0 + gFactor n 1 + gFactor n 2 - 4) ^ 2 = 0 := by
      linear_combination 2 * key - h
    exact sub_eq_zero.mp (pow_eq_zero_iff two_ne_zero |>.mp h2)
  · intro h
    linear_combination 2 * key - (gFactor n 0 + gFactor n 1 + gFactor n 2 - 4) * h

/-- A normalised doublet with equal weights on yz and xz and none on xy has g-factors
0, 0 and 4. -/
theorem gFactor_axial (n : Fin 3 → ℝ) (hn : n 0 ^ 2 + n 1 ^ 2 + n 2 ^ 2 = 1)
    (h01 : n 0 = n 1) (h2 : n 2 = 0) :
    gFactor n 0 = 0 ∧ gFactor n 1 = 0 ∧ gFactor n 2 = 4 := by
  simp only [gFactor]
  rw [h01, h2] at hn ⊢
  refine ⟨by ring, by ring, by linear_combination 4 * hn⟩

/-- Conversely, any three real numbers that obey the quadratic relation are the g-factors of
some normalised doublet. -/
theorem exists_doublet (g : Fin 3 → ℝ)
    (hg : g 0 ^ 2 + g 1 ^ 2 + g 2 ^ 2 + g 0 * g 1 + g 0 * g 2 + g 1 * g 2
      = 4 * (g 0 + g 1 + g 2)) :
    ∃ n : Fin 3 → ℝ, n 0 ^ 2 + n 1 ^ 2 + n 2 ^ 2 = 1 ∧ gFactor n = g := by
  by_cases hG : g 0 + g 1 + g 2 = 0
  · -- a vanishing sum forces all three g-factors to vanish
    have hQ : g 0 ^ 2 + g 1 ^ 2 + g 2 ^ 2 = 0 := by
      linear_combination 2 * hg + (8 - (g 0 + g 1 + g 2)) * hG
    have h0 : g 0 = 0 := pow_eq_zero_iff two_ne_zero |>.mp
      (by linarith [sq_nonneg (g 0), sq_nonneg (g 1), sq_nonneg (g 2)])
    have h1 : g 1 = 0 := pow_eq_zero_iff two_ne_zero |>.mp
      (by linarith [sq_nonneg (g 0), sq_nonneg (g 1), sq_nonneg (g 2)])
    have h2 : g 2 = 0 := by linarith
    obtain ⟨r, hr⟩ : ∃ r : ℝ, r ^ 2 = 1 / 2 := ⟨√(1 / 2), Real.sq_sqrt (by norm_num)⟩
    refine ⟨![r, -r, 0], ?_, ?_⟩
    · show r ^ 2 + (-r) ^ 2 + (0 : ℝ) ^ 2 = 1
      linear_combination 2 * hr
    · funext i
      fin_cases i
      · show 2 * ((-r + 0) ^ 2 - r ^ 2) = g 0
        rw [h0]; ring
      · show 2 * ((r + 0) ^ 2 - (-r) ^ 2) = g 1
        rw [h1]; ring
      · show 2 * ((r + -r) ^ 2 - (0 : ℝ) ^ 2) = g 2
        rw [h2]; ring
  · have hp : 0 < (g 0 + g 1 + g 2) ^ 2 :=
      lt_of_le_of_ne (sq_nonneg _) (Ne.symm (pow_ne_zero 2 hG))
    have hpos : 0 < g 0 + g 1 + g 2 := by
      nlinarith [sq_nonneg (g 0), sq_nonneg (g 1), sq_nonneg (g 2)]
    -- s is the sum of the orbital weights to be found
    obtain ⟨s, hs2⟩ : ∃ s : ℝ, s ^ 2 = (g 0 + g 1 + g 2) / 2 :=
      ⟨√((g 0 + g 1 + g 2) / 2), Real.sq_sqrt (by linarith)⟩
    have hs : s ≠ 0 := by
      intro h
      rw [h] at hs2
      linarith
    obtain ⟨x, hx⟩ : ∃ x : Fin 3 → ℝ, ∀ i, g i = 2 * s * x i :=
      ⟨fun i => g i / (2 * s), fun i => by field_simp⟩
    simp only [hx] at hg hs2
    have hsum : x 0 + x 1 + x 2 = s :=
      mul_left_cancel₀ hs (by linear_combination -hs2)
    have hq : x 0 ^ 2 + x 1 ^ 2 + x 2 ^ 2 + x 0 * x 1 + x 0 * x 2 + x 1 * x 2 = 2 :=
      mul_left_cancel₀ (pow_ne_zero 2 hs) (by linear_combination hg / 4 + 2 * s * hsum)
    refine ⟨fun i => (s - x i) / 2, ?_, ?_⟩
    · linear_combination hq / 2 - (x 0 + x 1 + x 2 + 3 * s) / 4 * hsum
    · funext i
      rw [hx i]
      fin_cases i
      · show 2 * (((s - x 1) / 2 + (s - x 2) / 2) ^ 2 - ((s - x 0) / 2) ^ 2) = 2 * s * x 0
        linear_combination ((x 0 + x 1 + x 2 - s) / 2 - s - x 0) * hsum
      · show 2 * (((s - x 0) / 2 + (s - x 2) / 2) ^ 2 - ((s - x 1) / 2) ^ 2) = 2 * s * x 1
        linear_combination ((x 0 + x 1 + x 2 - s) / 2 - s - x 1) * hsum
      · show 2 * (((s - x 0) / 2 + (s - x 1) / 2) ^ 2 - ((s - x 2) / 2) ^ 2) = 2 * s * x 2
        linear_combination ((x 0 + x 1 + x 2 - s) / 2 - s - x 2) * hsum

end

end LowSpinD5
```

```lean
#print axioms LowSpinD5.gFactor_relation
#print axioms LowSpinD5.sum_sq_eq_iff
#print axioms LowSpinD5.gFactor_axial
#print axioms LowSpinD5.exists_doublet
```

```
'LowSpinD5.gFactor_relation' depends on axioms: [propext, Classical.choice, Quot.sound]
'LowSpinD5.sum_sq_eq_iff' depends on axioms: [propext, Classical.choice, Quot.sound]
'LowSpinD5.gFactor_axial' depends on axioms: [propext, Classical.choice, Quot.sound]
'LowSpinD5.exists_doublet' depends on axioms: [propext, Classical.choice, Quot.sound]
```

## How the matrix and polynomial identities are checked

The theorems `doublet_overlap`, `hamiltonian_mul_doublet` and `moment_in_doublet` are equalities of matrices. Where the derivation above uses the algebra of the $\sigma_i$, Lean compares entries: `ext` and `fin_cases` list them, `Complex.ext` separates real and imaginary parts, and `simp` expands the finite sums. In the last two theorems `ring` settles the remaining polynomial identities.

In `gFactor_relation`, the difference of the two sides of the quadratic relation is $8s^2(n_0^2+n_1^2+n_2^2-1)$. The `linear_combination` line states precisely this multiple of `hn`. The bound follows by `nlinarith` from the square $(\sum_i g_i-4)^2\ge0$.

The theorem `sum_sq_eq_iff` uses the completed square in both directions: a sum of squares equal to 16 makes the remaining square zero, and conversely. `gFactor_axial` substitutes the equal weights and uses the normalisation for the value 4.

The proof of `exists_doublet` splits on whether $G$ vanishes. In the first case the three squares add up to zero, and the weights are `![r, -r, 0]` with $r^2=1/2$. In the second, `hpos` establishes $G>0$, which allows the square root $s$. The facts `hsum` and `hq` are $\sum_i x_i=s$ and the relation divided by $4s^2$, each obtained by cancelling a nonzero factor. The weights $(s-x_i)/2$ are then inserted, `hq` and `hsum` give their normalisation, and `hsum` gives each of the three g-factors.
